# At fixed sheet density and profile shape, the LDA exchange energy per area of a layer tends to minus infinity as its thickness vanishes

Squeezing an electron layer towards two dimensions could change both its thickness and the shape of its density. Here the shape is frozen: one profile $f$ on $[0,1]$ is rescaled to each thickness $L$, and the sheet density $N$ (electrons per area) is held fixed. Non-interacting electrons in the lowest subband of a hard-wall well behave this way, with $f(x)=2\sin^2(\pi x)$. The exchange energy is that of the local density approximation (LDA), which applies the three-dimensional uniform-gas formula at each height $z$.

## The layer and its energy

```lean
import Mathlib

open MeasureTheory Set Filter Topology

namespace LayerExchangeCollapse

noncomputable section
```

The file loads the Mathlib library and opens the parts that supply integrals and limits.

```lean
/-- A normalised layer profile: continuous and nonnegative on `[0,1]`, with integral one. -/
structure LayerProfile (f : ℝ → ℝ) : Prop where
  cont : ContinuousOn f (Icc 0 1)
  nonneg : ∀ x ∈ Icc (0 : ℝ) 1, 0 ≤ f x
  norm : ∫ x in (0 : ℝ)..1, f x = 1
```

`LayerProfile f` is a condition on a function $f:\mathbb R\to\mathbb R$: it is continuous and nonnegative on $[0,1]$, and $\int_0^1 f\,dx=1$. Values outside $[0,1]$ play no role. In the theorems below, `hf : LayerProfile f` is the assumption that $f$ satisfies this condition.

```lean
/-- The density at height `z` of a layer with sheet density `N`, thickness `L > 0`
and profile `f`. -/
def layerDensity (f : ℝ → ℝ) (N L z : ℝ) : ℝ := N / L * f (z / L)
```

This is the density per volume,
$$n_L(z)=\frac NL\,f\!\left(\frac zL\right).$$

```lean
/-- The LDA exchange energy per area of a density `n` on `[0,L]`, with exchange constant `C`. -/
def ldaExchange (C : ℝ) (n : ℝ → ℝ) (L : ℝ) : ℝ :=
  -C * ∫ z in (0 : ℝ)..L, n z ^ (4 / 3 : ℝ)
```

For a density $n$ on $[0,L]$, the energy per area is
$$E_x=-C\int_0^L n(z)^{4/3}\,dz.$$
The constant $C$ sets the strength of exchange in the uniform gas. In Hartree atomic units, without spin polarisation, it is $\tfrac34(3/\pi)^{1/3}$, but the theorems about the collapse need only $C>0$. Kinetic, Hartree and correlation energies are left out, as is any density outside $[0,L]$.

## Scaling with thickness

```lean
/-- The layer density integrates over the thickness to the sheet density `N`. -/
theorem integral_layerDensity {f : ℝ → ℝ} (hf : LayerProfile f) (N : ℝ) {L : ℝ} (hL : 0 < L) :
    ∫ z in (0 : ℝ)..L, layerDensity f N L z = N := by
  have h2 : ∫ z in (0 : ℝ)..L, f (z / L) = L * ∫ x in (0 : ℝ)..1, f x := by
    have h := intervalIntegral.integral_comp_div (a := 0) (b := L) f hL.ne'
    rw [zero_div, div_self hL.ne', smul_eq_mul] at h
    exact h
  unfold layerDensity
  rw [intervalIntegral.integral_const_mul, h2, hf.norm, mul_one, div_mul_cancel₀ _ hL.ne']
```

With $z=Lx$ and $dz=L\,dx$,
$$\int_0^L n_L\,dz=\frac NL\,L\int_0^1 f\,dx=N,$$
so squeezing preserves the sheet density. In the proof, `h2` is the substitution, and `hf.norm` supplies the normalisation.

```lean
/-- Scaling law: the integral of the `p`-th power of the layer density is
`N ^ p * L ^ (1 - p)` times that of the profile. -/
theorem integral_layerDensity_rpow {f : ℝ → ℝ} (hf : LayerProfile f) (p : ℝ) {N L : ℝ}
    (hN : 0 ≤ N) (hL : 0 < L) :
    ∫ z in (0 : ℝ)..L, layerDensity f N L z ^ p =
      N ^ p * L ^ (1 - p) * ∫ x in (0 : ℝ)..1, f x ^ p := by
  have h1 : ∫ z in (0 : ℝ)..L, layerDensity f N L z ^ p =
      ∫ z in (0 : ℝ)..L, (N / L) ^ p * f (z / L) ^ p := by
    apply intervalIntegral.integral_congr
    intro z hz
    rw [uIcc_of_le hL.le] at hz
    have hz' : 0 ≤ f (z / L) :=
      hf.nonneg _ ⟨div_nonneg hz.1 hL.le, (div_le_one hL).2 hz.2⟩
    exact Real.mul_rpow (div_nonneg hN hL.le) hz'
  -- substitute z = L x
  have h2 : ∫ z in (0 : ℝ)..L, f (z / L) ^ p = L * ∫ x in (0 : ℝ)..1, f x ^ p := by
    have h := intervalIntegral.integral_comp_div (a := 0) (b := L) (fun x => f x ^ p) hL.ne'
    rw [zero_div, div_self hL.ne', smul_eq_mul] at h
    exact h
  rw [h1, intervalIntegral.integral_const_mul, h2, Real.div_rpow hN hL.le,
    Real.rpow_sub hL, Real.rpow_one]
  ring
```

The same substitution works for a power $p$:
$$\int_0^L n_L^p\,dz=\left(\frac NL\right)^pL\int_0^1 f^p\,dx=N^pL^{1-p}\int_0^1 f^p\,dx.$$
Step `h1` splits the power of the product, which uses $f\ge0$; `h2` changes variables; the last lines collect the powers of $L$.

## The uniform profile is the extreme case

```lean
/-- For a normalised profile, the integrated gap between `f ^ p` and its tangent line at `f = 1`
is the integral of `f ^ p` minus one. -/
theorem integral_tangent_gap {f : ℝ → ℝ} (hf : LayerProfile f) {p : ℝ} (hp : 0 ≤ p) :
    ∫ x in (0 : ℝ)..1, (f x ^ p - (1 + p * (f x - 1))) =
      (∫ x in (0 : ℝ)..1, f x ^ p) - 1 := by
  have hc := hf.cont
  have hfi : IntervalIntegrable f volume 0 1 := hc.intervalIntegrable_of_Icc zero_le_one
  have h1 : IntervalIntegrable (fun _ : ℝ => (1 : ℝ)) volume 0 1 :=
    continuous_const.intervalIntegrable 0 1
  have hpi : IntervalIntegrable (fun x => f x ^ p) volume 0 1 :=
    (hc.rpow_const fun _ _ => Or.inr hp).intervalIntegrable_of_Icc zero_le_one
  have hm : IntervalIntegrable (fun x => p * (f x - 1)) volume 0 1 :=
    ContinuousOn.intervalIntegrable_of_Icc zero_le_one (by fun_prop)
  have hl : IntervalIntegrable (fun x => 1 + p * (f x - 1)) volume 0 1 :=
    ContinuousOn.intervalIntegrable_of_Icc zero_le_one (by fun_prop)
  have hg : ∫ x in (0 : ℝ)..1, (1 + p * (f x - 1)) = 1 := by
    rw [intervalIntegral.integral_add h1 hm, intervalIntegral.integral_const_mul,
      intervalIntegral.integral_sub hfi h1, hf.norm]
    simp
  rw [intervalIntegral.integral_sub hpi hl, hg]
```

The tangent line to $t^p$ at $t=1$ is $1+p(t-1)$. Its integral over the profile is $1+p(1-1)=1$, hence
$$\int_0^1\bigl[f^p-1-p(f-1)\bigr]dx=\int_0^1 f^p\,dx-1.$$
Most of the proof checks that each term is integrable, which follows from continuity.

```lean
/-- The integral of `f ^ p` over a normalised profile is at least one when `p ≥ 1`. -/
theorem one_le_integral_rpow {f : ℝ → ℝ} (hf : LayerProfile f) {p : ℝ} (hp : 1 ≤ p) :
    1 ≤ ∫ x in (0 : ℝ)..1, f x ^ p := by
  have h : 0 ≤ ∫ x in (0 : ℝ)..1, (f x ^ p - (1 + p * (f x - 1))) := by
    apply intervalIntegral.integral_nonneg zero_le_one
    intro x hx
    -- Bernoulli's inequality at each height
    have hb := one_add_mul_self_le_rpow_one_add (s := f x - 1)
      (by linarith [hf.nonneg x hx]) hp
    rw [add_sub_cancel] at hb
    exact sub_nonneg.2 hb
  rw [integral_tangent_gap hf (by linarith)] at h
  linarith
```

Bernoulli's inequality says $(1+s)^p\ge 1+ps$ for $s\ge-1$ and $p\ge1$. Setting $s=f(x)-1$, which is at least $-1$ because $f\ge0$, makes the bracket above nonnegative at every height. Its integral is then nonnegative too, so $\int_0^1 f^p\,dx\ge1$.

```lean
/-- For `p > 1` the integral of `f ^ p` equals one exactly when the profile is uniform. -/
theorem integral_rpow_eq_one_iff {f : ℝ → ℝ} (hf : LayerProfile f) {p : ℝ} (hp : 1 < p) :
    ∫ x in (0 : ℝ)..1, f x ^ p = 1 ↔ ∀ x ∈ Icc (0 : ℝ) 1, f x = 1 := by
  constructor
  · intro hI x hx
    by_contra hne
    have hc := hf.cont
    have hcp : ContinuousOn (fun x => f x ^ p) (Icc 0 1) :=
      hc.rpow_const fun _ _ => Or.inr (by linarith)
    have hpos : 0 < ∫ x in (0 : ℝ)..1, (f x ^ p - (1 + p * (f x - 1))) := by
      apply intervalIntegral.integral_pos zero_lt_one
      · exact hcp.sub (by fun_prop)
      · intro y hy
        have hb := one_add_mul_self_le_rpow_one_add (s := f y - 1)
          (by linarith [hf.nonneg y ⟨hy.1.le, hy.2⟩]) hp.le
        rw [add_sub_cancel] at hb
        exact sub_nonneg.2 hb
      · -- a height where f differs from 1 gives a strict gap
        have hb := one_add_mul_self_lt_rpow_one_add (s := f x - 1)
          (by linarith [hf.nonneg x hx]) (sub_ne_zero.2 hne) hp
        rw [add_sub_cancel] at hb
        exact ⟨x, hx, sub_pos.2 hb⟩
    rw [integral_tangent_gap hf (by linarith), hI] at hpos
    linarith
  · intro h1
    have h : ∫ x in (0 : ℝ)..1, f x ^ p = ∫ _x in (0 : ℝ)..1, (1 : ℝ) := by
      apply intervalIntegral.integral_congr
      intro x hx
      rw [uIcc_of_le zero_le_one] at hx
      simp [h1 x hx]
    rw [h]
    simp
```

The symbol `↔` means "if and only if". Suppose the integral is 1 but $f(x)\ne1$ at some $x$. For $p>1$ Bernoulli's inequality is strict there, so the bracket is positive at $x$. Being continuous and nowhere negative, it has a positive integral. The identity for the bracket gives that integral as $1-1=0$, a contradiction. Conversely, $f=1$ on $[0,1]$ plainly gives integral 1.

## Collapse of the energy

```lean
/-- The LDA exchange energy per area of the layer scales as `L ^ (-1/3)` with the thickness. -/
theorem ldaExchange_layer {f : ℝ → ℝ} (hf : LayerProfile f) (C : ℝ) {N L : ℝ}
    (hN : 0 ≤ N) (hL : 0 < L) :
    ldaExchange C (layerDensity f N L) L =
      -(C * N ^ (4 / 3 : ℝ) * L ^ (-(1 / 3) : ℝ) * ∫ x in (0 : ℝ)..1, f x ^ (4 / 3 : ℝ)) := by
  unfold ldaExchange
  rw [integral_layerDensity_rpow hf _ hN hL, show (1 : ℝ) - 4 / 3 = -(1 / 3) by norm_num]
  ring
```

Putting $p=4/3$ into the scaling law gives
$$E_x(L)=-C\,N^{4/3}L^{-1/3}\int_0^1 f^{4/3}\,dx.$$
The density grows as $1/L$, so its $4/3$ power grows as $L^{-4/3}$, while the integration range shrinks only as $L$.

On a grid of $M$ cells with spacing $h=L/M$, a simple one-dimensional quadrature estimates this energy as $-C\,h\sum_i n_i^{4/3}$. If $L$ is halved with $N$, $M$ and the sampled profile unchanged, the sum grows by $2^{4/3}$ and $h$ is halved, so the estimate grows in magnitude by the factor $2^{1/3}$, up to rounding. A self-consistent density can change shape with $L$, so it need not follow this ratio.

```lean
/-- The LDA exchange energy per area is at most `-C N ^ (4/3) L ^ (-1/3)`, with equality exactly
for the uniform profile. -/
theorem ldaExchange_le_uniform {f : ℝ → ℝ} (hf : LayerProfile f) {C N L : ℝ}
    (hC : 0 < C) (hN : 0 < N) (hL : 0 < L) :
    ldaExchange C (layerDensity f N L) L ≤ -(C * N ^ (4 / 3 : ℝ) * L ^ (-(1 / 3) : ℝ)) ∧
    (ldaExchange C (layerDensity f N L) L = -(C * N ^ (4 / 3 : ℝ) * L ^ (-(1 / 3) : ℝ)) ↔
      ∀ x ∈ Icc (0 : ℝ) 1, f x = 1) := by
  have hA : 0 < C * N ^ (4 / 3 : ℝ) * L ^ (-(1 / 3) : ℝ) := by positivity
  rw [ldaExchange_layer hf C hN.le hL,
    ← integral_rpow_eq_one_iff hf (p := 4 / 3) (by norm_num)]
  refine ⟨neg_le_neg (le_mul_of_one_le_right hA.le
    (one_le_integral_rpow hf (by norm_num))), ?_, ?_⟩
  · intro h
    apply mul_left_cancel₀ hA.ne'
    linarith
  · intro h
    rw [h, mul_one]
```

Write $A=C\,N^{4/3}L^{-1/3}>0$. Since $\int_0^1 f^{4/3}\,dx\ge1$,
$$E_x(L)=-A\int_0^1 f^{4/3}\,dx\le-A.$$
Dividing by $A$ shows that equality requires the integral to be 1, which means a uniform slab. The symbol `∧` joins the two statements. Among these profiles, the uniform slab therefore has the least negative LDA exchange energy.

```lean
/-- Once the thickness satisfies `B ^ 3 * L < C ^ 3 * N ^ 4`, the LDA exchange energy per area
lies below `-B`, for every profile. -/
theorem ldaExchange_lt_of_thin {f : ℝ → ℝ} (hf : LayerProfile f) {C N L B : ℝ}
    (hC : 0 < C) (hN : 0 < N) (hL : 0 < L) (hB : B ^ 3 * L < C ^ 3 * N ^ 4) :
    ldaExchange C (layerDensity f N L) L < -B := by
  have hN3 : (N ^ (4 / 3 : ℝ)) ^ 3 = N ^ 4 := by
    rw [← Real.rpow_natCast _ 3, ← Real.rpow_mul hN.le,
      show (4 / 3 : ℝ) * ((3 : ℕ) : ℝ) = ((4 : ℕ) : ℝ) by norm_num, Real.rpow_natCast]
  have hL3 : (L ^ (-(1 / 3) : ℝ)) ^ 3 = L⁻¹ := by
    rw [← Real.rpow_natCast _ 3, ← Real.rpow_mul hL.le,
      show (-(1 / 3) : ℝ) * ((3 : ℕ) : ℝ) = -1 by norm_num, Real.rpow_neg_one]
  -- compare the cubes of B and of the magnitude of the uniform-slab energy
  have h : B < C * N ^ (4 / 3 : ℝ) * L ^ (-(1 / 3) : ℝ) := by
    apply lt_of_pow_lt_pow_left₀ 3 (by positivity)
    rw [mul_pow, mul_pow, hN3, hL3, ← div_eq_mul_inv, lt_div_iff₀ hL]
    exact hB
  linarith [(ldaExchange_le_uniform hf hC hN hL).1]
```

This gives an explicit thickness for any target $-B$. If $B^3L<C^3N^4$, then
$$B^3<\frac{C^3N^4}{L}=A^3,$$
so $B<A$ and $E_x(L)\le-A<-B$. The steps `hN3` and `hL3` compute the cubes of the fractional powers, and `lt_of_pow_lt_pow_left₀` removes the cube. The profile does not enter the condition, so one thickness serves for all profiles.

```lean
/-- At fixed sheet density and profile, the LDA exchange energy per area tends to minus infinity
as the thickness of the layer tends to zero. -/
theorem ldaExchange_tendsto_atBot {f : ℝ → ℝ} (hf : LayerProfile f) {C N : ℝ}
    (hC : 0 < C) (hN : 0 < N) :
    Tendsto (fun L => ldaExchange C (layerDensity f N L) L) (𝓝[>] 0) atBot := by
  rw [tendsto_atBot]
  intro b
  have hc : Tendsto (fun L : ℝ => (-b) ^ 3 * L) (𝓝[>] 0) (𝓝 0) := by
    have hcont : Continuous (fun L : ℝ => (-b) ^ 3 * L) := by fun_prop
    have h0 := hcont.tendsto 0
    rw [mul_zero] at h0
    exact h0.mono_left nhdsWithin_le_nhds
  have hpos : 0 < C ^ 3 * N ^ 4 := by positivity
  filter_upwards [hc.eventually_lt_const hpos, self_mem_nhdsWithin] with L h1 hL
  have h := ldaExchange_lt_of_thin hf hC hN hL h1
  rw [neg_neg] at h
  exact h.le

end

end LayerExchangeCollapse
```

In Lean, `𝓝[>] 0` expresses $L\to0^+$ and `atBot` stands for $-\infty$. The statement is
$$\lim_{L\to0^+}E_x(L)=-\infty\qquad(C>0,\ N>0).$$
By definition, for every real $b$ the energy must be at most $b$ once $L$ is small enough. Take $B=-b$. As $L\to0^+$, $B^3L\to0$, which lies below the positive number $C^3N^4$, so the threshold condition eventually holds and $E_x(L)<b$. The tactic `filter_upwards` combines "eventually" with $L>0$.

For electronic-structure calculations on quantum wells and thin films, this fixed-shape model exposes a failure of three-dimensional LDA exchange under strong confinement. The theory of the strictly two-dimensional uniform gas, which the file does not treat, gives a finite exchange energy per area, proportional to $-N^{3/2}$.

```lean
#print axioms LayerExchangeCollapse.integral_layerDensity
#print axioms LayerExchangeCollapse.ldaExchange_tendsto_atBot
```

```
'LayerExchangeCollapse.integral_layerDensity' depends on axioms: [propext, Classical.choice, Quot.sound]
'LayerExchangeCollapse.ldaExchange_tendsto_atBot' depends on axioms: [propext, Classical.choice, Quot.sound]
```
